# Direct perturbation theory shifts the hydrogen-like 2s₁/₂ and 2p₁/₂ levels equally at first order

For one electron in the field of a point nucleus of charge Z > 0, the leading relativistic energy correction of direct perturbation theory in the shell n = 2 is

E1(2s₁/₂) = E1(2p₁/₂) = −5Z⁴/(128c²)

E1(2p₃/₂) = −Z⁴/(128c²)

in atomic units, with c > 0 the speed of light. Here E1 is the functional

E1 = ∫ (P′ + κP/r)² (−Z/r + Z²/(2n²)) dr / (4c² ∫ P² dr),

where both integrals run over r > 0, P(r) is r times the nonrelativistic radial wavefunction, and κ is the relativistic angular quantum number: −1 for s₁/₂, 1 for p₁/₂ and −2 for p₃/₂.

The two factors in the numerator have a direct meaning. To leading order, (P′ + κP/r)/(2c) is the small component of the Dirac radial function. The weight −Z/r + Z²/(2n²) is the nuclear potential minus the nonrelativistic energy −Z²/(2n²).

## Reference values for a one-electron calculation

A program that evaluates this correction in a basis set needs matrix elements of the potential and the overlap between small-component functions. For a hydrogen-like ion with a point nucleus, its results should approach the values above as the basis improves. The results should be compared with the values themselves, not only with each other: the potential term and the energy term are each equal for 2s and 2p₁/₂, so a wrong factor on either term would leave the two levels equal.

Two further formulas extend the comparison to the nodeless function of any shell, P = rⁿ exp(−Zr/n), which has orbital angular momentum n − 1:

κ = −n, n ≥ 1: E1 = −Z⁴/(8n⁴c²)

κ = n − 1, n ≥ 2: E1 = −(n + 3)Z⁴/(8n⁴(n − 1)c²)

The first lies above the second by the spin–orbit splitting Z⁴/(2n⁴(n − 1)c²).

## From exponential moments to the shifts

Everything rests on one integral, valid for a > 0 and m = 0, 1, 2, …:

∫ rᵐ exp(−ar) dr = m!/aᵐ⁺¹.

**Nodeless functions.** Differentiating P = rⁿ exp(−Zr/n) gives P′ = (n/r − Z/n)P, hence

P′ + κP/r = ((n + κ)/r − Z/n) P.

The density P² = r²ⁿ exp(−2Zr/n) has decay constant a = 2Z/n. Write ⟨f⟩ for ∫ f P² dr / ∫ P² dr. Ratios of the moments give

⟨1/r⟩ = a/(2n) = Z/n²

⟨1/r²⟩ = a²/(2n(2n − 1)) = 2Z²/(n³(2n − 1))

and, for n ≥ 2,

⟨1/r³⟩ = a³/(2n(2n − 1)(2n − 2)) = 2Z³/(n⁴(2n − 1)(n − 1)).

For κ = −n the 1/r term in the small component vanishes, and

4c²E1 = (Z²/n²)(−Z⟨1/r⟩ + Z²/(2n²)) = −Z⁴/(2n⁴).

The smallest case is n = 1, the 1s state with κ = −1, where E1 = −Z⁴/(8c²).

For κ = n − 1, put w = 2n − 1. The quantity to average is

(w/r − Z/n)² (−Z/r + Z²/(2n²))
= −Zw²/r³ + (2wZ²/n + w²Z²/(2n²))/r² − (Z³/n² + wZ³/n³)/r + Z⁴/(2n⁴).

Inserting the averages gives

4c²E1 = (Z⁴/n⁴)(−2w/(n − 1) + 4 + w/n − 1 − w/n + 1/2)
= (Z⁴/n⁴)(−2(2n − 1)/(n − 1) + 7/2)
= −(n + 3)Z⁴/(2n⁴(n − 1)).

Setting n = 2 in the two results gives the 2p₃/₂ and 2p₁/₂ values.

**The 2s function.** For P = r(1 − Zr/2) exp(−Zr/2),

P′ = (1 − 3Zr/2 + Z²r²/4) exp(−Zr/2)

P′ − P/r = −Zr(1 − Zr/4) exp(−Zr/2).

Squaring and multiplying by −Z/r + Z²/8 gives

(−Z³r + 5Z⁴r²/8 − Z⁵r³/8 + Z⁶r⁴/128) exp(−Zr).

The moments with a = Z turn this into

−Z + 5Z/4 − 3Z/4 + 3Z/16 = −5Z/16.

The norm integral is

∫ (r² − Zr³ + Z²r⁴/4) exp(−Zr) dr = (2 − 6 + 6)/Z³ = 2/Z³.

The quotient is −5Z⁴/32, and division by 4c² gives −5Z⁴/(128c²).

## Lean source for the second shell and the nodeless states

```lean
import Mathlib

open MeasureTheory Set

namespace DirectPerturbationTheory

noncomputable section

/-- First-order energy of direct perturbation theory for a radial function `P` in shell `n` of the
nuclear charge `Z`, with relativistic quantum number `κ` and speed of light `c`. Domain: `c ≠ 0`,
`n ≥ 1`, and `P` differentiable on `r > 0`, of finite nonzero norm and with an integrable numerator.
-/
def dptShift (Z c : ℝ) (n : ℕ) (κ : ℝ) (P : ℝ → ℝ) : ℝ :=
  (∫ r in Ioi (0 : ℝ), (deriv P r + κ * P r / r) ^ 2 * (-Z / r + Z ^ 2 / (2 * (n : ℝ) ^ 2))) /
    (4 * c ^ 2 * ∫ r in Ioi (0 : ℝ), P r ^ 2)

/-- The nodeless radial function `r ^ n exp(-Z r / n)` of shell `n ≥ 1`, not normalized. -/
def circular (Z : ℝ) (n : ℕ) (r : ℝ) : ℝ := r ^ n * Real.exp (-(Z * r / n))

/-- The 2s radial function `r (1 - Z r / 2) exp(-Z r / 2)`, not normalized. -/
def radial2s (Z r : ℝ) : ℝ := r * (1 - Z * r / 2) * Real.exp (-(Z * r / 2))

/-- The radial moment integral of an exponential with decay constant `a > 0`. -/
theorem integral_pow_exp {a : ℝ} (ha : 0 < a) (m : ℕ) :
    ∫ r in Ioi (0 : ℝ), r ^ m * Real.exp (-(a * r)) = m.factorial / a ^ (m + 1) := by
  have h := Real.integral_rpow_mul_exp_neg_mul_Ioi
    (show (0 : ℝ) < (m : ℝ) + 1 by positivity) ha
  simp only [add_sub_cancel_right, Real.rpow_natCast, Real.Gamma_nat_eq_factorial] at h
  rw [h, show (m : ℝ) + 1 = ((m + 1 : ℕ) : ℝ) by norm_num, Real.rpow_natCast, one_div, inv_pow]
  ring

/-- If `f` is `r ^ m` times a cubic polynomial times `exp(-a r)` on `r > 0`, with `a > 0`, its
integral is a common factor times a cubic polynomial in `1 / a`. -/
theorem integral_cubic_exp {a : ℝ} (ha : 0 < a) (m : ℕ) (b₀ b₁ b₂ b₃ : ℝ) {f : ℝ → ℝ}
    (hf : ∀ r, 0 < r →
      f r = r ^ m * (b₀ + b₁ * r + b₂ * r ^ 2 + b₃ * r ^ 3) * Real.exp (-(a * r))) :
    ∫ r in Ioi (0 : ℝ), f r = m.factorial / a ^ (m + 1) *
      (b₀ + b₁ * (m + 1) / a + b₂ * ((m + 1) * (m + 2)) / a ^ 2
        + b₃ * ((m + 1) * (m + 2) * (m + 3)) / a ^ 3) := by
  -- a nonzero integral belongs to an integrable function
  have I (b : ℝ) (k : ℕ) : Integrable (fun r : ℝ => b * (r ^ k * Real.exp (-(a * r))))
      (volume.restrict (Ioi 0)) := by
    refine Integrable.const_mul ?_ b
    by_contra hc
    have h0 := integral_undef hc
    rw [integral_pow_exp ha k] at h0
    have : (0 : ℝ) < k.factorial / a ^ (k + 1) := by positivity
    exact this.ne' h0
  have h01 : Integrable (fun r : ℝ => b₀ * (r ^ m * Real.exp (-(a * r)))
      + b₁ * (r ^ (m + 1) * Real.exp (-(a * r)))) (volume.restrict (Ioi 0)) :=
    (I b₀ m).add (I b₁ (m + 1))
  have h012 : Integrable (fun r : ℝ => b₀ * (r ^ m * Real.exp (-(a * r)))
      + b₁ * (r ^ (m + 1) * Real.exp (-(a * r)))
      + b₂ * (r ^ (m + 2) * Real.exp (-(a * r)))) (volume.restrict (Ioi 0)) :=
    h01.add (I b₂ (m + 2))
  have hs : ∫ r in Ioi (0 : ℝ), f r = ∫ r in Ioi (0 : ℝ),
      (b₀ * (r ^ m * Real.exp (-(a * r))) + b₁ * (r ^ (m + 1) * Real.exp (-(a * r)))
      + b₂ * (r ^ (m + 2) * Real.exp (-(a * r))) + b₃ * (r ^ (m + 3) * Real.exp (-(a * r)))) := by
    refine setIntegral_congr_fun measurableSet_Ioi (fun r hr => ?_)
    exact (hf r hr).trans (by ring)
  rw [hs, integral_add h012 (I b₃ (m + 3)), integral_add h01 (I b₂ (m + 2)),
    integral_add (I b₀ m) (I b₁ (m + 1))]
  simp only [integral_const_mul, integral_pow_exp ha, Nat.factorial_succ]
  push_cast
  field_simp
  ring

/-- For `r > 0` the operator `d/dr + κ/r` multiplies the nodeless function of shell `n` by
`(n + κ)/r - Z/n`. -/
theorem circular_small (Z κ : ℝ) (n : ℕ) {r : ℝ} (hr : 0 < r) :
    deriv (circular Z n) r + κ * circular Z n r / r
      = ((n + κ) / r - Z / n) * circular Z n r := by
  have h : HasDerivAt (fun x : ℝ => -(Z * x / n)) (-(Z / n)) r :=
    (((hasDerivAt_id' r).const_mul Z).div_const (n : ℝ)).fun_neg.congr_deriv (by ring)
  have hd : deriv (circular Z n) r = n * r ^ (n - 1) * Real.exp (-(Z * r / n))
      + r ^ n * (Real.exp (-(Z * r / n)) * (-(Z / n))) :=
    ((hasDerivAt_pow n r).fun_mul h.exp).deriv
  have hp : (n : ℝ) * r ^ (n - 1) = n * r ^ n / r := by
    rcases n with _ | k
    · simp
    · rw [Nat.add_sub_cancel, pow_succ]
      field_simp
  rw [hd, hp]
  unfold circular
  ring

/-- The radial density of the nodeless function is `r ^ (2n) exp(-2 Z r / n)`. -/
theorem circular_sq (Z : ℝ) (n : ℕ) (r : ℝ) :
    circular Z n r ^ 2 = r ^ (2 * n) * Real.exp (-(2 * Z / n * r)) := by
  have h : Real.exp (-(2 * Z / n * r)) = Real.exp (-(Z * r / n)) ^ 2 := by
    rw [← Real.exp_nat_mul]
    congr 1
    push_cast
    ring
  rw [h, circular]
  ring

/-- For `Z, c > 0` and `n ≥ 1`, the nodeless function of shell `n` with `κ = -n` has the
first-order energy `-Z⁴ / (8 n⁴ c²)`. -/
theorem shift_upper {Z c : ℝ} (hZ : 0 < Z) (hc : 0 < c) {n : ℕ} (hn : 1 ≤ n) :
    8 * (n : ℝ) ^ 4 * c ^ 2 * dptShift Z c n (-n) (circular Z n) = -Z ^ 4 := by
  have hn0 : (0 : ℝ) < n := by exact_mod_cast hn
  obtain ⟨m, hm⟩ : ∃ m, 2 * n = m + 1 := ⟨2 * n - 1, by omega⟩
  have hmr : (m : ℝ) = 2 * n - 1 := by
    have : (2 : ℝ) * n = m + 1 := by exact_mod_cast hm
    linarith
  have ha : 0 < 2 * Z / (n : ℝ) := by positivity
  obtain ⟨K, hK⟩ : ∃ K : ℝ, K = m.factorial / (2 * Z / (n : ℝ)) ^ (m + 1) := ⟨_, rfl⟩
  have hK0 : K ≠ 0 := by rw [hK]; positivity
  have hnum : ∫ r in Ioi (0 : ℝ), (deriv (circular Z n) r + -(n : ℝ) * circular Z n r / r) ^ 2
      * (-Z / r + Z ^ 2 / (2 * (n : ℝ) ^ 2)) = K * (-Z ^ 3 / (2 * (n : ℝ) ^ 2)) := by
    refine (integral_cubic_exp ha m (-Z ^ 3 / (n : ℝ) ^ 2) (Z ^ 4 / (2 * (n : ℝ) ^ 4))
      0 0 ?_).trans ?_
    · intro r hr
      rw [circular_small Z (-n) n hr, mul_pow, circular_sq, hm, pow_succ r m, add_neg_cancel]
      generalize Real.exp (-(2 * Z / n * r)) = e
      field_simp
      ring
    · rw [← hK, hmr]
      congr 1
      field_simp
      ring
  have hden : ∫ r in Ioi (0 : ℝ), circular Z n r ^ 2 = K * ((n : ℝ) ^ 2 / Z) := by
    refine (integral_cubic_exp ha m 0 1 0 0 ?_).trans ?_
    · intro r _
      rw [circular_sq, hm]
      ring
    · rw [← hK, hmr]
      congr 1
      field_simp
      ring
  rw [dptShift, hnum, hden]
  field_simp
  ring

/-- For `Z, c > 0` and `n ≥ 2`, the nodeless function of shell `n` with `κ = n - 1` has the
first-order energy `-(n + 3) Z⁴ / (8 n⁴ (n - 1) c²)`. -/
theorem shift_lower {Z c : ℝ} (hZ : 0 < Z) (hc : 0 < c) {n : ℕ} (hn : 2 ≤ n) :
    8 * (n : ℝ) ^ 4 * ((n : ℝ) - 1) * c ^ 2 * dptShift Z c n ((n : ℝ) - 1) (circular Z n)
      = -((n : ℝ) + 3) * Z ^ 4 := by
  have hn2 : (2 : ℝ) ≤ n := by exact_mod_cast hn
  have hn0 : (0 : ℝ) < n := by linarith
  have h1 : (n : ℝ) - 1 ≠ 0 := by linarith
  have h2 : 2 * (n : ℝ) - 1 ≠ 0 := by linarith
  obtain ⟨m, hm⟩ : ∃ m, 2 * n = m + 3 := ⟨2 * n - 3, by omega⟩
  have hmr : (m : ℝ) = 2 * n - 3 := by
    have : (2 : ℝ) * n = m + 3 := by exact_mod_cast hm
    linarith
  have ha : 0 < 2 * Z / (n : ℝ) := by positivity
  obtain ⟨K, hK⟩ : ∃ K : ℝ, K = m.factorial / (2 * Z / (n : ℝ)) ^ (m + 1) := ⟨_, rfl⟩
  have hK0 : K ≠ 0 := by rw [hK]; positivity
  have hnum : ∫ r in Ioi (0 : ℝ),
      (deriv (circular Z n) r + ((n : ℝ) - 1) * circular Z n r / r) ^ 2
      * (-Z / r + Z ^ 2 / (2 * (n : ℝ) ^ 2)) = K * (-((n + 3) * (2 * n - 1) * Z) / 4) := by
    refine (integral_cubic_exp ha m (-(2 * n - 1) ^ 2 * Z)
      ((2 * n - 1) ^ 2 * Z ^ 2 / (2 * (n : ℝ) ^ 2) + 2 * (2 * n - 1) * Z ^ 2 / n)
      (-(2 * n - 1) * Z ^ 3 / (n : ℝ) ^ 3 - Z ^ 3 / (n : ℝ) ^ 2)
      (Z ^ 4 / (2 * (n : ℝ) ^ 4)) ?_).trans ?_
    · intro r hr
      rw [circular_small Z (n - 1) n hr, mul_pow, circular_sq, hm, pow_add r m 3]
      generalize Real.exp (-(2 * Z / n * r)) = e
      field_simp
      ring
    · rw [← hK, hmr]
      congr 1
      field_simp
      ring
  have hden : ∫ r in Ioi (0 : ℝ), circular Z n r ^ 2
      = K * ((n - 1) * (2 * n - 1) * (n : ℝ) ^ 4 / (2 * Z ^ 3)) := by
    refine (integral_cubic_exp ha m 0 0 0 1 ?_).trans ?_
    · intro r _
      rw [circular_sq, hm]
      ring
    · rw [← hK, hmr]
      congr 1
      field_simp
      ring
  rw [dptShift, hnum, hden]
  -- the common factor `2 n - 1` cancels as a single nonzero quantity
  generalize 2 * (n : ℝ) - 1 = w at h2 ⊢
  field

/-- For `Z, c > 0` and `n ≥ 2`, the first-order energies of the nodeless function with `κ = -n`
and `κ = n - 1` differ by `Z⁴ / (2 n⁴ (n - 1) c²)`. -/
theorem spin_orbit_splitting {Z c : ℝ} (hZ : 0 < Z) (hc : 0 < c) {n : ℕ} (hn : 2 ≤ n) :
    2 * (n : ℝ) ^ 4 * ((n : ℝ) - 1) * c ^ 2 *
      (dptShift Z c n (-n) (circular Z n) - dptShift Z c n ((n : ℝ) - 1) (circular Z n))
      = Z ^ 4 := by
  have h1 := shift_upper hZ hc (n := n) (by omega)
  have h2 := shift_lower hZ hc hn
  linear_combination ((n : ℝ) - 1) / 4 * h1 - 1 / 4 * h2

/-- For `Z, c > 0` the 2s function with `κ = -1` has the first-order energy
`-5 Z⁴ / (128 c²)`. -/
theorem shift_2s {Z c : ℝ} (hZ : 0 < Z) (hc : 0 < c) :
    128 * c ^ 2 * dptShift Z c 2 (-1) (radial2s Z) = -5 * Z ^ 4 := by
  have hsq (r : ℝ) : Real.exp (-(Z * r / 2)) ^ 2 = Real.exp (-(Z * r)) := by
    rw [← Real.exp_nat_mul]
    congr 1
    push_cast
    ring
  have hsmall (r : ℝ) (hr : 0 < r) : deriv (radial2s Z) r + -1 * radial2s Z r / r
      = -(Z * r) * (1 - Z * r / 4) * Real.exp (-(Z * r / 2)) := by
    have hl : HasDerivAt (fun x : ℝ => Z * x / 2) (Z / 2) r :=
      (((hasDerivAt_id' r).const_mul Z).div_const 2).congr_deriv (by ring)
    have hd : deriv (radial2s Z) r = (1 * (1 - Z * r / 2) + r * (-(Z / 2)))
        * Real.exp (-(Z * r / 2)) + r * (1 - Z * r / 2)
        * (Real.exp (-(Z * r / 2)) * (-(Z / 2))) :=
      (((hasDerivAt_id' r).fun_mul (hl.const_sub 1)).fun_mul hl.fun_neg.exp).deriv
    rw [hd, radial2s]
    generalize Real.exp (-(Z * r / 2)) = e
    field
  have hnum : ∫ r in Ioi (0 : ℝ), (deriv (radial2s Z) r + -1 * radial2s Z r / r) ^ 2
      * (-Z / r + Z ^ 2 / (2 * ((2 : ℕ) : ℝ) ^ 2)) = -5 * Z / 16 := by
    refine (integral_cubic_exp hZ 1 (-Z ^ 3) (5 * Z ^ 4 / 8) (-Z ^ 5 / 8)
      (Z ^ 6 / 128) ?_).trans ?_
    · intro r hr
      rw [hsmall r hr, mul_pow, hsq]
      generalize Real.exp (-(Z * r)) = e
      push_cast
      field
    · rw [Nat.factorial_one]
      push_cast
      field
  have hden : ∫ r in Ioi (0 : ℝ), radial2s Z r ^ 2 = 2 / Z ^ 3 := by
    refine (integral_cubic_exp hZ 1 0 1 (-Z) (Z ^ 2 / 4) ?_).trans ?_
    · intro r _
      rw [radial2s, mul_pow, hsq]
      ring
    · rw [Nat.factorial_one]
      push_cast
      field
  rw [dptShift, hnum, hden]
  field

/-- For `Z, c > 0` the first-order energies in the shell `n = 2` are `-5 Z⁴ / (128 c²)` for 2s
with `κ = -1` and for 2p with `κ = 1`, and `-Z⁴ / (128 c²)` for 2p with `κ = -2`. -/
theorem second_shell {Z c : ℝ} (hZ : 0 < Z) (hc : 0 < c) :
    128 * c ^ 2 * dptShift Z c 2 (-1) (radial2s Z) = -5 * Z ^ 4 ∧
    128 * c ^ 2 * dptShift Z c 2 1 (circular Z 2) = -5 * Z ^ 4 ∧
    128 * c ^ 2 * dptShift Z c 2 (-2) (circular Z 2) = -Z ^ 4 := by
  refine ⟨shift_2s hZ hc, ?_, ?_⟩
  · have h := shift_lower hZ hc (n := 2) le_rfl
    rw [show ((2 : ℕ) : ℝ) - 1 = 1 by norm_num] at h
    push_cast at h
    linarith
  · have h := shift_upper hZ hc (n := 2) (by omega)
    rw [show -((2 : ℕ) : ℝ) = -2 by norm_num] at h
    push_cast at h
    linarith

end

end DirectPerturbationTheory
```

```lean
#print axioms DirectPerturbationTheory.spin_orbit_splitting
-- 'DirectPerturbationTheory.spin_orbit_splitting' depends on axioms: [propext, Classical.choice, Quot.sound]
#print axioms DirectPerturbationTheory.shift_2s
-- 'DirectPerturbationTheory.shift_2s' depends on axioms: [propext, Classical.choice, Quot.sound]
#print axioms DirectPerturbationTheory.second_shell
-- 'DirectPerturbationTheory.second_shell' depends on axioms: [propext, Classical.choice, Quot.sound]
```

## What `dptShift` and its theorems say

The definition `dptShift Z c n κ P` is the functional E1. `Ioi (0 : ℝ)` is the half-line r > 0, and `deriv P r` is P′(r). The shell number `n` is a natural number and enters only through the nonrelativistic energy; `κ` is a real argument, to which the theorems give the physical values. The functions `radial2s` and `circular` are not normalised, and the norm integral in the denominator compensates for this.

The main theorem, `second_shell`, assumes only `0 < Z` and `0 < c` and states the three n = 2 values together. Its equations are multiplied out: `128 * c ^ 2 * dptShift Z c 2 (-1) (radial2s Z) = -5 * Z ^ 4` is the 2s result, and dividing by the nonzero factor 128c² recovers the form given at the start. The theorems `shift_upper`, `shift_lower` and `spin_orbit_splitting` treat the general nodeless case in the same way, the last two with n ≥ 2 so that n − 1 is nonzero.

## How the integrals are handled in Lean

`integral_pow_exp` obtains the moment formula from Mathlib's Gamma-function integral. `integral_cubic_exp` extends it to rᵐ times a cubic polynomial times an exponential. Splitting that integral into four requires each term to be integrable. Lean assigns the value 0 to the integral of a non-integrable function, so the positive value m!/aᵐ⁺¹ already shows that each monomial term is integrable.

`circular_small` is the closed form of P′ + κP/r, and `circular_sq` is the density. In `shift_upper` and `shift_lower`, the steps `hnum` and `hden` evaluate the numerator and the norm. The lowest power of r in the numerator is 2n − 1 in the first theorem and 2n − 3 in the second; this is the `m` passed to `integral_cubic_exp`. Both integrals then carry the same factor `K` = m!/aᵐ⁺¹, which cancels in the quotient. The calculation by hand achieves the same cancellation by using averages. The tactics `field_simp`, `field` and `ring` clear denominators and compare polynomials.

`spin_orbit_splitting` is a linear combination of the two general results. `shift_2s` repeats the 2s calculation above with m = 1 and a = Z, and `second_shell` combines it with the n = 2 cases of the nodeless formulas.

## One electron, a point nucleus and a given functional

The theorems evaluate E1 for explicitly given functions. They take the functional as a definition and do not derive it from the Dirac equation, nor do they show that the functions solve the radial Schrödinger equation. Higher orders in 1/c², finite nuclei, electron–electron interaction and basis-set error are not treated. Beyond n = 2, only states with orbital angular momentum n − 1 are covered.

The correction could also have been modelled as the Breit–Pauli sum of mass–velocity, Darwin and spin–orbit terms. For these hydrogen-like states the totals are the same, but the statement would then show the separate contributions, and the 2s case would need the electron density at the nucleus in addition to radial integrals. The form used here keeps each shift as a single quotient of ordinary integrals.
